# The ladder commutation relations determine the number operator up to an additive constant

The setting is a single bosonic mode whose states are polynomials over a field of characteristic zero, with creation as multiplication by `X`, annihilation as the derivative, and the number operator as annihilation followed by creation. The theorem says that a linear operator `M` has commutator with creation equal to creation, and commutator with annihilation equal to minus annihilation, exactly when `M` is the number operator plus a scalar multiple of the identity. No inner product or normalisation of states enters. For the forward direction, the proof shows that `M - number K` commutes with both ladder operators and applies `schur` to conclude that it is a scalar. The converse follows from the number operator's own ladder relations, since a scalar commutes with everything.

The failing Lean file:

```lean
import Mathlib

open Polynomial

namespace LadderIffNumberAddConst

variable (K : Type*) [Field K]

/-- The creation operator on polynomials: multiplication by `X`. -/
noncomputable def creation : Module.End K K[X] := LinearMap.mulLeft K X

/-- The annihilation operator on polynomials: the derivative. -/
noncomputable def annihilation : Module.End K K[X] := derivative

/-- The number operator: annihilation followed by creation. -/
noncomputable def number : Module.End K K[X] := creation K * annihilation K

variable {K}

/-- An operator commutes with creation exactly when it is multiplication by a polynomial,
namely by its value on the vacuum `1`. -/
theorem commute_creation_iff (T : Module.End K K[X]) :
    Commute T (creation K) ↔ T = LinearMap.mulLeft K (T 1) := by
  constructor
  · intro h
    have hX : ∀ p : K[X], T (X * p) = X * T p := fun p => LinearMap.congr_fun h.eq p
    -- the number states are built from the vacuum by repeated creation
    have hpow : ∀ n : ℕ, T (X ^ n) = T 1 * X ^ n := by
      intro n
      induction n with
      | zero => simp
      | succ n ih =>
        rw [pow_succ', hX, ih]
        ring
    refine LinearMap.ext fun p => ?_
    change T p = T 1 * p
    induction p using Polynomial.induction_on' with
    | add p q hp hq => rw [map_add, hp, hq, mul_add]
    | monomial n a =>
      rw [← C_mul_X_pow_eq_monomial, ← smul_eq_C_mul, map_smul, hpow, mul_smul_comm]
  · intro h
    rw [h]
    refine LinearMap.ext fun p => ?_
    change T 1 * (X * p) = X * (T 1 * p)
    ring

/-- Schur property: over a field of characteristic zero, an operator on polynomials commutes
with both annihilation and creation exactly when it is a scalar multiple of the identity. -/
theorem schur [CharZero K] (T : Module.End K K[X]) :
    (Commute T (annihilation K) ∧ Commute T (creation K)) ↔
      ∃ c : K, T = c • (1 : Module.End K K[X]) := by
  constructor
  · rintro ⟨hD, hX⟩
    have hT := (commute_creation_iff T).mp hX
    -- the image of the vacuum is again annihilated
    have h0 : derivative (T 1) = 0 := by
      have h : T (derivative (1 : K[X])) = derivative (T 1) :=
        LinearMap.congr_fun hD.eq 1
      rw [← h, derivative_one, map_zero]
    have hc : T 1 = C ((T 1).coeff 0) :=
      eq_C_of_natDegree_eq_zero (Polynomial.derivative_eq_zero.mp h0)
    refine ⟨(T 1).coeff 0, LinearMap.ext fun p => ?_⟩
    have hp : T p = T 1 * p := LinearMap.congr_fun hT p
    change T p = (T 1).coeff 0 • p
    rw [smul_eq_C_mul, ← hc, hp]
  · rintro ⟨c, rfl⟩
    exact ⟨(Commute.one_left _).smul_left c, (Commute.one_left _).smul_left c⟩

/-- Over a field of characteristic zero, the commutator of an operator `M` with creation is creation
and its commutator with annihilation is minus annihilation exactly when `M` is the number operator
plus a constant multiple of the identity. -/
theorem ladder_iff_number_add_const [CharZero K] (M : Module.End K K[X]) :
    (M * creation K - creation K * M = creation K ∧
      M * annihilation K - annihilation K * M = -annihilation K) ↔
      ∃ c : K, M = number K + c • (1 : Module.End K K[X]) := by
  -- the number operator itself satisfies both ladder relations
  have h1 : number K * creation K - creation K * number K = creation K := by
    refine LinearMap.ext fun p => ?_
    change X * derivative (X * p) - X * (X * derivative p) = X * p
    rw [derivative_mul, derivative_X]
    ring
  have h2 : number K * annihilation K - annihilation K * number K = -annihilation K := by
    refine LinearMap.ext fun p => ?_
    change X * derivative (derivative p) - derivative (X * derivative p) = -derivative p
    rw [derivative_mul, derivative_X]
    ring
  constructor
  · rintro ⟨hX, hD⟩
    -- the difference commutes with both operators, hence is a scalar
    have cX : Commute (M - number K) (creation K) := by
      change (M - number K) * creation K = creation K * (M - number K)
      rw [← sub_eq_zero]
      calc (M - number K) * creation K - creation K * (M - number K)
          = (M * creation K - creation K * M)
            - (number K * creation K - creation K * number K) := by noncomm_ring
        _ = 0 := by rw [hX, h1, sub_self]
    have cD : Commute (M - number K) (annihilation K) := by
      change (M - number K) * annihilation K = annihilation K * (M - number K)
      rw [← sub_eq_zero]
      calc (M - number K) * annihilation K - annihilation K * (M - number K)
          = (M * annihilation K - annihilation K * M)
            - (number K * annihilation K - annihilation K * number K) := by noncomm_ring
        _ = 0 := by rw [hD, h2, sub_self]
    obtain ⟨c, hc⟩ := (schur (M - number K)).mp ⟨cD, cX⟩
    exact ⟨c, by rw [← hc]; abel⟩
  · rintro ⟨c, rfl⟩
    simp only [add_mul, mul_add, smul_mul_assoc, mul_smul_comm, one_mul, mul_one,
      add_sub_add_right_eq_sub]
    exact ⟨h1, h2⟩

end LadderIffNumberAddConst
```

Messages:

```
Main.lean:95:65: error: unsolved goals
K : Type u_1
inst✝¹ : Field K
inst✝ : CharZero K
M : Module.End K K[X]
h1 : number K * creation K - creation K * number K = creation K
h2 : number K * annihilation K - annihilation K * number K = -annihilation K
hX : M * creation K - creation K * M = creation K
hD : M * annihilation K - annihilation K * M = -annihilation K
⊢ M * creation K + (-1 • number K * creation K + (-1 • (creation K * M) + -1 • (creation K * -1 • number K))) =
    M * creation K + (-1 • (creation K * M) + (-1 • (number K * creation K) + creation K * number K))
Main.lean:102:73: error: unsolved goals
K : Type u_1
inst✝¹ : Field K
inst✝ : CharZero K
M : Module.End K K[X]
h1 : number K * creation K - creation K * number K = creation K
h2 : number K * annihilation K - annihilation K * number K = -annihilation K
hX : M * creation K - creation K * M = creation K
hD : M * annihilation K - annihilation K * M = -annihilation K
cX : Commute (M - number K) (creation K)
⊢ M * annihilation K +
      (-1 • number K * annihilation K + (-1 • (annihilation K * M) + -1 • (annihilation K * -1 • number K))) =
    M * annihilation K + (-1 • (annihilation K * M) + (-1 • (number K * annihilation K) + annihilation K * number K))
```

Both errors are the same failure, once for creation and once for annihilation. `noncomm_ring` had to show that the commutator of a difference is the difference of the commutators. It expanded the products but left goals whose two sides are equal yet written differently. In the first, the left side has `-1 • number K * creation K`, which Lean reads as `(-1 • number K) * creation K`, while the right side has `-1 • (number K * creation K)`. Likewise, `creation K * -1 • number K` keeps its scalar inside the product. The tactic did not move these scalars out, so the terms did not match; the messages do not show why.

The repair avoids scalars inside products. `rw [sub_mul, mul_sub]` distributes the two products on the left over the subtraction, giving differences of plain operator products. What remains only rearranges sums and differences of the same four products, which `abel` proves without needing to look inside them. The same change cures both errors.

The repair, with which the file compiles:

```diff
@@ -93,5 +93,7 @@
       calc (M - number K) * creation K - creation K * (M - number K)
           = (M * creation K - creation K * M)
-            - (number K * creation K - creation K * number K) := by noncomm_ring
+            - (number K * creation K - creation K * number K) := by
+              rw [sub_mul, mul_sub]
+              abel
         _ = 0 := by rw [hX, h1, sub_self]
     have cD : Commute (M - number K) (annihilation K) := by
@@ -100,5 +102,7 @@
       calc (M - number K) * annihilation K - annihilation K * (M - number K)
           = (M * annihilation K - annihilation K * M)
-            - (number K * annihilation K - annihilation K * number K) := by noncomm_ring
+            - (number K * annihilation K - annihilation K * number K) := by
+              rw [sub_mul, mul_sub]
+              abel
         _ = 0 := by rw [hD, h2, sub_self]
     obtain ⟨c, hc⟩ := (schur (M - number K)).mp ⟨cD, cX⟩
```
